# Mean-field L1₂ ordering of an A₃B alloy is first order

Divide the fcc lattice into four simple cubic sublattices. In the L1₂ structure, B atoms prefer one of them. Let a site there hold B with probability \(a=\tfrac14+\tfrac{3\eta}4\), and a site on the other three with probability \(b=\tfrac14-\tfrac{\eta}4\). The composition stays at one quarter B, and \(-\tfrac13\le\eta\le1\). Disorder is \(\eta=0\) and perfect order is \(\eta=1\). Sites are occupied independently, and energies are measured from that of the disordered alloy. With \(k_B=1\), minus the mixing entropy per site and the free energy per site are

\[
f(\eta)=\tfrac14\left[h(a)+3h(b)\right],\qquad h(p)=p\ln p+(1-p)\ln(1-p),
\]
\[
F(\eta)=Tf(\eta)-\tfrac12T_0\eta^2 .
\]

The postulated constant \(T_0>0\) measures, in temperature units, how strongly the interactions favour order.

## Competition between disorder and finite order

The claim is that there are a temperature \(T_t>T_0\) and an order parameter \(t\in(0,1)\) such that \(0\) and \(t\) are both global minima of \(F\) at \(T_t\). Above \(T_t\) disorder is the only global minimum; for \(T_0<T<T_t\), \(F(t)<F(0)\) although \(F''(0)>0\).

Since \(h'(p)=\ln p-\ln(1-p)\) and \(h''(p)=1/[p(1-p)]\),

\[
f'=\tfrac3{16}[h'(a)-h'(b)],\qquad
f''=\frac{3(1+\eta)}{D(\eta)},
\]

where \(D(\eta)=(1-\eta)(1+3\eta)(3+\eta)\). Hence \(f'(0)=0\) and \(f''(0)=1\). Logarithmic differentiation gives \(f'''(0)=1+1-3-\tfrac13=-\tfrac43\). Also \(F''(0)=T-T_0\).

Two curvature bounds follow by multiplying out:

\[
3(1+\eta)-(1-\tfrac43\eta)D=\eta^2\left(\tfrac{49}3-\tfrac{19}3\eta-4\eta^2\right)\ge0,
\]
\[
(1-\tfrac1{10}\eta)D-3(1+\eta)=\tfrac{\eta}{10}\left(37-77\eta-23\eta^2+3\eta^3\right)\ge0 .
\]

The first holds for \(-\tfrac13<\eta<1\), the second for \(0\le\eta\le\tfrac25\). If \(g(0)=g'(0)=0\), two uses of the mean value theorem give \(g(x)=x\,y\,g''(z)\), with \(y\) between \(0\) and \(x\), and \(z\) between \(0\) and \(y\). As \(xy>0\) for \(x\ne0\), the sign of \(g''\) passes to \(g\). Therefore

\[
f(\eta)-f(0)\ge\tfrac12\eta^2-\tfrac29\eta^3,
\]
\[
f(\eta)-f(0)\le\tfrac12\eta^2-\tfrac1{60}\eta^3<\tfrac12\eta^2\quad(0<\eta\le\tfrac25).
\]

Now put \(q(\eta)=[f(\eta)-f(0)]/\eta^2\) for \(\eta\ne0\). Then \(q(\tfrac25)<\tfrac12\), while \(q(\eta)\ge\tfrac12-\tfrac29\eta\). With \(\delta=\tfrac92[\tfrac12-q(\tfrac25)]\), every \(\eta<\delta\) has \(q(\eta)>q(\tfrac25)\). The minimum \(m\) of \(q\) on \([\delta,1]\), attained at some \(t\), is thus its minimum on the whole range, and \(0<\tfrac12-\tfrac29\le m<\tfrac12\). Perfect order is excluded because \(q(1)=2\ln2-\tfrac34\ln3>\tfrac12\).

Set \(T_t=T_0/(2m)>T_0\). Then

\[
F(\eta)-F(0)=T[f(\eta)-f(0)]-mT_t\eta^2\ge m(T-T_t)\eta^2,
\]

with equality at \(\eta=t\). This gives all parts of the claim.

The limit \(\eta=1\) shows why partial order matters: \(F(1)<F(0)\) only for \(T<T_0/(4\ln2-\tfrac32\ln3)\approx0.889\,T_0\), which is below \(T_0\).

In a numerical calculation with this one-parameter model, minimising \(q\) on a grid of nonzero \(\eta\) gives an estimate of \(T_t\) without a temperature scan. A gradient minimiser started at \(\eta=0\) stays there, since \(F'(0)=0\), and misses the ordered state.

## Entropy and free energy as real functions

```lean
import Mathlib

open Set Filter Topology

namespace L12Ordering

noncomputable section
```

`siteTerm` is \(h\). Lean's `Real.log 0 = 0` gives the correct limiting value \(h(0)=h(1)=0\).

```lean
/-- Minus the mixing entropy of a site occupied with probability `p`, for `0 ≤ p ≤ 1`. -/
def siteTerm (p : ℝ) : ℝ := p * Real.log p + (1 - p) * Real.log (1 - p)
```

`exchange` is \(h'\).

```lean
/-- The logarithmic occupation ratio of a site, for `0 < p < 1`. -/
def exchange (p : ℝ) : ℝ := Real.log p - Real.log (1 - p)
```

`mixing` is \(f\).

```lean
/-- Minus the entropy per site of an A3B alloy with L12 order parameter `η`,
for `-1/3 ≤ η ≤ 1`. -/
def mixing (η : ℝ) : ℝ := (siteTerm (1/4 + 3*η/4) + 3 * siteTerm (1/4 - η/4)) / 4
```

The next two definitions are the closed forms of \(f'\) and \(f''\), shown to be derivatives further on.

```lean
/-- The difference of logarithmic occupation ratios between the two kinds of sublattice,
times 3/16, for `-1/3 < η < 1`. -/
def slope (η : ℝ) : ℝ := 3/16 * (exchange (1/4 + 3*η/4) - exchange (1/4 - η/4))

/-- A rational function of the order parameter, for `-1/3 < η < 1`. -/
def curvature (η : ℝ) : ℝ := 3 * (1 + η) / ((1 - η) * (1 + 3*η) * (3 + η))
```

`freeEnergy T0 T η` is \(F(\eta)\). All these functions accept any real argument; the theorems restrict \(\eta\) to the physical range where needed.

```lean
/-- The mean-field free energy per site at temperature `T`, with ordering energy
`-T0 η² / 2`. -/
def freeEnergy (T0 T η : ℝ) : ℝ := T * mixing η - T0 * η^2 / 2
```

## Derivatives at and away from disorder

The product and chain rules give \(h'\) and \(h''\).

```lean
/-- For `0 < p < 1`, the first two derivatives of the site term are the logarithmic occupation ratio
and `1/p + 1/(1-p)`. -/
theorem hasDerivAt_siteTerm {p : ℝ} (h0 : 0 < p) (h1 : p < 1) :
    HasDerivAt siteTerm (exchange p) p ∧ HasDerivAt exchange (p⁻¹ + (1 - p)⁻¹) p := by
  have hne : 1 - p ≠ 0 := (sub_pos.2 h1).ne'
  have hs : HasDerivAt (fun x : ℝ => 1 - x) (-1) p := (hasDerivAt_id' p).const_sub 1
  have h2 : HasDerivAt (fun x : ℝ => (1 - x) * Real.log (1 - x))
      ((Real.log (1 - p) + 1) * (-1)) p :=
    HasDerivAt.comp p (Real.hasDerivAt_mul_log hne) hs
  constructor
  · exact ((Real.hasDerivAt_mul_log h0.ne').fun_add h2).congr_deriv (by unfold exchange; ring)
  · exact ((Real.hasDerivAt_log h0.ne').fun_sub (hs.log hne)).congr_deriv (by ring)
```

Composition with \(a\) and \(b\) gives \(f'\) and \(f''\); `field_simp` and `ring` combine the fractions.

```lean
/-- Inside the physical range, `slope` and `curvature` are the first and second derivatives
of the mixing function. -/
theorem hasDerivAt_mixing {η : ℝ} (h : η ∈ Ioo (-1/3 : ℝ) 1) :
    HasDerivAt mixing (slope η) η ∧ HasDerivAt slope (curvature η) η := by
  obtain ⟨hl, hr⟩ := h
  have ha : HasDerivAt (fun x : ℝ => 1/4 + 3*x/4) (3/4) η :=
    ((((hasDerivAt_id' η).const_mul 3).div_const 4).const_add (1/4)).congr_deriv (by norm_num)
  have hb : HasDerivAt (fun x : ℝ => 1/4 - x/4) (-(1/4)) η :=
    ((hasDerivAt_id' η).div_const 4).const_sub (1/4)
  have pa := hasDerivAt_siteTerm (p := 1/4 + 3*η/4) (by linarith) (by linarith)
  have pb := hasDerivAt_siteTerm (p := 1/4 - η/4) (by linarith) (by linarith)
  constructor
  · have h1 := HasDerivAt.comp η pa.1 ha
    have h2 := HasDerivAt.comp η pb.1 hb
    exact ((h1.fun_add (h2.const_mul 3)).div_const 4).congr_deriv (by unfold slope; ring)
  · have h1 := HasDerivAt.comp η pa.2 ha
    have h2 := HasDerivAt.comp η pb.2 hb
    refine ((h1.fun_sub h2).const_mul (3/16)).congr_deriv ?_
    have n1 : 1 + 3*η ≠ 0 := by linarith
    have n2 : 1 - η ≠ 0 := by linarith
    have n3 : 3 + η ≠ 0 := by linarith
    rw [show 1 - (1/4 + 3*η/4) = 3*(1 - η)/4 by ring, show 1 - (1/4 - η/4) = (3 + η)/4 by ring,
      show 1/4 + 3*η/4 = (1 + 3*η)/4 by ring, show 1/4 - η/4 = (1 - η)/4 by ring]
    unfold curvature
    field_simp
    ring
```

Because the closed forms hold throughout a neighbourhood of zero, they can be differentiated again there.

```lean
/-- At the disordered state the mixing function has first, second and third derivatives
0, 1 and -4/3. -/
theorem mixing_derivs_zero : deriv mixing 0 = 0 ∧ deriv (deriv mixing) 0 = 1 ∧
    deriv (deriv (deriv mixing)) 0 = -4/3 := by
  have hN : Ioo (-1/3 : ℝ) 1 ∈ 𝓝 (0 : ℝ) := Ioo_mem_nhds (by norm_num) (by norm_num)
  have e1 : deriv mixing =ᶠ[𝓝 0] slope := by
    filter_upwards [hN] with η hη using (hasDerivAt_mixing hη).1.deriv
  have e2 : deriv slope =ᶠ[𝓝 0] curvature := by
    filter_upwards [hN] with η hη using (hasDerivAt_mixing hη).2.deriv
  have e3 := e1.deriv.trans e2
  have i := hasDerivAt_id' (0 : ℝ)
  have h3 : HasDerivAt curvature (-4/3) 0 :=
    (((i.const_add 1).const_mul 3).fun_div
      (((i.const_sub 1).fun_mul ((i.const_mul 3).const_add 1)).fun_mul (i.const_add 3))
      (by norm_num)).congr_deriv (by norm_num)
  exact ⟨e1.eq_of_nhds.trans (by simp [slope]),
    e3.eq_of_nhds.trans (by norm_num [curvature]), e3.deriv_eq.trans h3.deriv⟩
```

## Cubic bounds from the curvature

Continuity includes the endpoints, where the derivative formulas fail.

```lean
/-- The mixing function is continuous. -/
theorem continuous_mixing : Continuous mixing := by
  have hs : Continuous siteTerm := Real.continuous_mul_log.add
    (Real.continuous_mul_log.comp (continuous_const.sub continuous_id))
  have h1 : Continuous (fun η : ℝ => siteTerm (1/4 + 3*η/4)) := hs.comp (by fun_prop)
  have h2 : Continuous (fun η : ℝ => siteTerm (1/4 - η/4)) := hs.comp (by fun_prop)
  exact (h1.add (continuous_const.mul h2)).div_const 4
```

In the comparison lemma, the factor `s`, later set to \(1\) or \(-1\), selects the direction of the inequality. With \(g=s[f-f(0)-\tfrac12\eta^2+c\eta^3]\), the function `u` is \(g\) up to an additive constant, `v` and `w` are \(g'\) and \(g''\), and the points `a`, `b` are \(y,z\) above. Negative and positive `x` are treated separately.

```lean
/-- An inequality between the curvatures of the mixing function and of the cubic `y²/2 - c y³`,
valid for `y` between 0 and `x`, passes to the changes of the two functions from 0 to `x`; the sign
of `s` carries its direction. -/
theorem cubic_comparison (s c : ℝ) {x : ℝ} (hx : x ∈ Icc (-1/3 : ℝ) 1)
    (h : ∀ y ∈ Ioo (-1/3 : ℝ) 1, y ∈ uIcc 0 x → 0 ≤ s * (curvature y - (1 - 6*c*y))) :
    0 ≤ s * (mixing x - mixing 0 - (x^2/2 - c*x^3)) := by
  obtain ⟨u, hu⟩ : ∃ u : ℝ → ℝ, u = fun z => s * (mixing z - (z^2/2 - c*z^3)) := ⟨_, rfl⟩
  obtain ⟨v, hv⟩ : ∃ v : ℝ → ℝ, v = fun z => s * (slope z - (z - 3*c*z^2)) := ⟨_, rfl⟩
  obtain ⟨w, hw⟩ : ∃ w : ℝ → ℝ, w = fun z => s * (curvature z - (1 - 6*c*z)) := ⟨_, rfl⟩
  have d : ∀ y ∈ Ioo (-1/3 : ℝ) 1, HasDerivAt u (v y) y ∧ HasDerivAt v (w y) y := by
    intro y hy
    have p1 : HasDerivAt (fun z : ℝ => z^2/2 - c*z^3) (y - 3*c*y^2) y :=
      (((hasDerivAt_pow 2 y).div_const 2).fun_sub
        ((hasDerivAt_pow 3 y).const_mul c)).congr_deriv (by push_cast; ring)
    have p2 : HasDerivAt (fun z : ℝ => z - 3*c*z^2) (1 - 6*c*y) y :=
      ((hasDerivAt_id' y).fun_sub
        ((hasDerivAt_pow 2 y).const_mul (3*c))).congr_deriv (by push_cast; ring)
    rw [hu, hv, hw]
    exact ⟨((hasDerivAt_mixing hy).1.fun_sub p1).const_mul s,
      ((hasDerivAt_mixing hy).2.fun_sub p2).const_mul s⟩
  have hc : Continuous u := by
    rw [hu]
    exact continuous_const.mul (continuous_mixing.sub (by fun_prop))
  have v0 : v 0 = 0 := by simp [hv, slope]
  have hw' : ∀ y ∈ Ioo (-1/3 : ℝ) 1, y ∈ uIcc 0 x → 0 ≤ w y := by rw [hw]; exact h
  have goal' : u x - u 0 = s * (mixing x - mixing 0 - (x^2/2 - c*x^3)) := by rw [hu]; ring
  rw [← goal']
  obtain ⟨hl, hr⟩ := hx
  -- the mean value theorem, applied to the function and then to its slope
  rcases lt_trichotomy x 0 with hn | h0 | hp
  · obtain ⟨a, ha, ea⟩ := exists_hasDerivAt_eq_slope u v hn hc.continuousOn
      (fun y hy => (d y ⟨by linarith [hy.1], by linarith [hy.2]⟩).1)
    have da : ∀ y ∈ Icc a 0, HasDerivAt v (w y) y := fun y hy =>
      (d y ⟨by linarith [hy.1, ha.1], by linarith [hy.2]⟩).2
    obtain ⟨b, hb, eb⟩ := exists_hasDerivAt_eq_slope v w ha.2
      (fun y hy => (da y hy).continuousAt.continuousWithinAt)
      (fun y hy => da y ⟨hy.1.le, hy.2.le⟩)
    have wb := hw' b ⟨by linarith [hb.1, ha.1], by linarith [hb.2]⟩
      (mem_uIcc.2 (Or.inr ⟨by linarith [hb.1, ha.1], hb.2.le⟩))
    rw [eq_div_iff (sub_pos.2 hn).ne'] at ea
    rw [eq_div_iff (sub_pos.2 ha.2).ne', v0] at eb
    have va : v a ≤ 0 := by nlinarith [mul_nonneg wb (sub_pos.2 ha.2).le]
    nlinarith [mul_nonneg (neg_nonneg.2 va) (sub_pos.2 hn).le]
  · simp [h0]
  · obtain ⟨a, ha, ea⟩ := exists_hasDerivAt_eq_slope u v hp hc.continuousOn
      (fun y hy => (d y ⟨by linarith [hy.1], by linarith [hy.2]⟩).1)
    have da : ∀ y ∈ Icc 0 a, HasDerivAt v (w y) y := fun y hy =>
      (d y ⟨by linarith [hy.1], by linarith [hy.2, ha.2]⟩).2
    obtain ⟨b, hb, eb⟩ := exists_hasDerivAt_eq_slope v w ha.1
      (fun y hy => (da y hy).continuousAt.continuousWithinAt)
      (fun y hy => da y ⟨hy.1.le, hy.2.le⟩)
    have wb := hw' b ⟨by linarith [hb.1], by linarith [hb.2, ha.2]⟩
      (mem_uIcc.2 (Or.inl ⟨hb.1.le, by linarith [hb.2, ha.2]⟩))
    rw [eq_div_iff (sub_pos.2 hp).ne'] at ea
    rw [eq_div_iff (sub_pos.2 ha.1).ne', v0] at eb
    have va : 0 ≤ v a := by nlinarith [mul_nonneg wb (sub_pos.2 ha.1).le]
    nlinarith [mul_nonneg va (sub_pos.2 hp).le]
```

The lower bound uses \(c=\tfrac29\), the upper one \(c=\tfrac1{60}\). In each, `hq` is the polynomial inequality found by hand.

```lean
/-- On the whole physical range, the mixing function relative to disorder is at least
`η²/2 - 2η³/9`. -/
theorem cubic_le_mixing {η : ℝ} (hη : η ∈ Icc (-1/3 : ℝ) 1) :
    η^2/2 - 2/9*η^3 ≤ mixing η - mixing 0 := by
  have h := cubic_comparison 1 (2/9) hη (by
    rintro y ⟨h1, h2⟩ -
    have hD : 0 < (1 - y) * (1 + 3*y) * (3 + y) :=
      mul_pos (mul_pos (by linarith) (by linarith)) (by linarith)
    have hq : 0 ≤ y^2 * (49/3 - 19/3*y - 4*y^2) :=
      mul_nonneg (sq_nonneg y) (by nlinarith)
    have : 1 - 6*(2/9)*y ≤ curvature y := by
      unfold curvature
      rw [le_div_iff₀ hD]
      nlinarith [hq]
    linarith)
  linarith

/-- For `0 < η ≤ 2/5`, the mixing function relative to disorder is less than `η²/2`. -/
theorem mixing_lt_harmonic {η : ℝ} (h0 : 0 < η) (h1 : η ≤ 2/5) :
    mixing η - mixing 0 < η^2/2 := by
  have h := cubic_comparison (-1) (1/60) (x := η) ⟨by linarith, by linarith⟩ (by
    rintro y ⟨hy1, hy2⟩ hy
    rw [uIcc_of_le h0.le] at hy
    have hy3 : y ≤ 2/5 := hy.2.trans h1
    have hD : 0 < (1 - y) * (1 + 3*y) * (3 + y) :=
      mul_pos (mul_pos (by linarith) (by linarith)) (by linarith)
    have hq : 0 ≤ y * (37/10 - 77/10*y - 23/10*y^2 + 3/10*y^3) :=
      mul_nonneg hy.1 (by nlinarith [pow_nonneg hy.1 3, mul_nonneg hy.1 (sub_nonneg.2 hy3)])
    have : curvature y ≤ 1 - 6*(1/60)*y := by
      unfold curvature
      rw [div_le_iff₀ hD]
      nlinarith [hq]
    linarith)
  linarith [pow_pos h0 3]
```

## The touching parabola and the transition

Compactness supplies the minimiser of `q`. The step `full` excludes perfect order using \(3^5\le2^8\) and a numerical bound on \(\ln2\).

```lean
/-- Some parabola `m η²` with `0 < m < 1/2` lies below the mixing function relative to
disorder on the physical range and meets it at an order parameter strictly between 0 and 1. -/
theorem exists_touching_parabola : ∃ m t : ℝ, 0 < m ∧ m < 1/2 ∧ t ∈ Ioo (0 : ℝ) 1 ∧
    mixing t - mixing 0 = m * t^2 ∧
    ∀ η ∈ Icc (-1/3 : ℝ) 1, m * η^2 ≤ mixing η - mixing 0 := by
  obtain ⟨q, hq⟩ : ∃ q : ℝ → ℝ, q = fun η => (mixing η - mixing 0) / η^2 := ⟨_, rfl⟩
  have qm : ∀ η, η ≠ 0 → q η * η^2 = mixing η - mixing 0 := fun η h => by
    rw [hq]
    exact div_mul_cancel₀ _ (pow_ne_zero 2 h)
  have low : ∀ η ∈ Icc (-1/3 : ℝ) 1, η ≠ 0 → 1/2 - 2/9*η ≤ q η := fun η h hn => by
    have hp : 0 < η^2 := by positivity
    rw [hq]
    refine (le_div_iff₀ hp).2 ?_
    nlinarith [cubic_le_mixing h]
  have q25 : q (2/5) < 1/2 := by
    have := mixing_lt_harmonic (η := 2/5) (by norm_num) le_rfl
    have := qm (2/5) (by norm_num)
    linarith
  have l25 := low (2/5) (by constructor <;> norm_num) (by norm_num)
  -- close to disorder the cubic bound keeps the ratio above its value at 2/5
  obtain ⟨δ, hδ⟩ : ∃ δ : ℝ, δ = 9/2 * (1/2 - q (2/5)) := ⟨_, rfl⟩
  have δ0 : 0 < δ := by linarith
  have m25 : (2/5 : ℝ) ∈ Icc δ 1 := ⟨by linarith, by norm_num⟩
  have hc : ContinuousOn q (Icc δ 1) := by
    rw [hq]
    exact (continuous_mixing.sub continuous_const).continuousOn.div
      (continuous_pow 2).continuousOn
      (fun x hx => pow_ne_zero 2 (lt_of_lt_of_le δ0 hx.1).ne')
  obtain ⟨t, ht, hmin⟩ := isCompact_Icc.exists_isMinOn ⟨_, m25⟩ hc
  have hmin' := isMinOn_iff.1 hmin
  have t0 : 0 < t := lt_of_lt_of_le δ0 ht.1
  have qt := hmin' _ m25
  have lt' := low t ⟨by linarith, ht.2⟩ t0.ne'
  -- the fully ordered state lies above the parabola η²/2
  have full : 1/2 < mixing 1 - mixing 0 := by
    have l4 : Real.log 4 = 2 * Real.log 2 := by
      rw [show (4 : ℝ) = 2 * 2 by norm_num, Real.log_mul two_ne_zero two_ne_zero]
      ring
    have m1 : mixing 1 = 0 := by norm_num [mixing, siteTerm]
    have m0 : mixing 0 = 3/4 * Real.log 3 - 2 * Real.log 2 := by
      simp only [mixing, siteTerm]
      rw [show (1/4 + 3*0/4 : ℝ) = 1/4 by norm_num, show (1/4 - 0/4 : ℝ) = 1/4 by norm_num,
        show (1 - 1/4 : ℝ) = 3/4 by norm_num, Real.log_div one_ne_zero four_ne_zero,
        Real.log_div three_ne_zero four_ne_zero, Real.log_one, l4]
      ring
    have l3 := Real.log_le_log (by norm_num : (0 : ℝ) < 3^5) (by norm_num : (3 : ℝ)^5 ≤ 2^8)
    rw [Real.log_pow, Real.log_pow] at l3
    push_cast at l3
    linarith [Real.log_two_gt_d9]
  have t1 : t < 1 := by
    refine lt_of_le_of_ne ht.2 (fun h => ?_)
    have := qm 1 one_ne_zero
    rw [h] at qt
    linarith
  refine ⟨q t, t, by linarith, by linarith, ⟨t0, t1⟩, (qm t t0.ne').symm, fun η hη => ?_⟩
  by_cases hn : η = 0
  · simp [hn]
  · rw [← qm η hn]
    refine mul_le_mul_of_nonneg_right ?_ (sq_nonneg η)
    by_cases hd : δ ≤ η
    · exact hmin' η ⟨hd, hη.2⟩
    · linarith [low η hη hn, not_le.1 hd]

/-- The curvature of the free energy at the disordered state is `T - T0`. -/
theorem freeEnergy_curvature (T0 T : ℝ) : deriv (deriv (freeEnergy T0 T)) 0 = T - T0 := by
  have hN : Ioo (-1/3 : ℝ) 1 ∈ 𝓝 (0 : ℝ) := Ioo_mem_nhds (by norm_num) (by norm_num)
  have e : deriv (freeEnergy T0 T) =ᶠ[𝓝 0] fun η => T * slope η - T0 * η := by
    filter_upwards [hN] with η hη
    have h : HasDerivAt (freeEnergy T0 T) (T * slope η - T0 * η) η :=
      (((hasDerivAt_mixing hη).1.const_mul T).fun_sub
        (((hasDerivAt_pow 2 η).const_mul T0).div_const 2)).congr_deriv (by push_cast; ring)
    exact h.deriv
  have h2 := ((hasDerivAt_mixing (mem_of_mem_nhds hN)).2.const_mul T).fun_sub
    ((hasDerivAt_id' (0 : ℝ)).const_mul T0)
  rw [e.deriv_eq, h2.deriv]
  norm_num [curvature]
```

The final theorem states the four properties in order: equal free energies at `Tt`, global minimality there, disorder as the only global minimum above `Tt`, and a lower ordered state between `T0` and `Tt`. In its proof, `key` is the free-energy difference displayed above.

```lean
/-- L12 ordering is first order: at some `Tt > T0` disorder and an ordered state share the global
minimum of the free energy. Above `Tt` disorder is the only global minimum, and between `T0` and
`Tt` the ordered state lies lower although the curvature at disorder is positive. -/
theorem first_order_transition {T0 : ℝ} (hT0 : 0 < T0) :
    ∃ Tt > T0, ∃ t ∈ Ioo (0 : ℝ) 1,
      freeEnergy T0 Tt t = freeEnergy T0 Tt 0 ∧
      (∀ η ∈ Icc (-1/3 : ℝ) 1, freeEnergy T0 Tt 0 ≤ freeEnergy T0 Tt η) ∧
      (∀ T > Tt, ∀ η ∈ Icc (-1/3 : ℝ) 1, η ≠ 0 → freeEnergy T0 T 0 < freeEnergy T0 T η) ∧
      (∀ T ∈ Ioo T0 Tt, 0 < deriv (deriv (freeEnergy T0 T)) 0 ∧
        freeEnergy T0 T t < freeEnergy T0 T 0) := by
  obtain ⟨m, t, m0, m1, ht, et, hm⟩ := exists_touching_parabola
  -- the transition temperature is fixed by the touching parabola
  obtain ⟨Tt, hTt⟩ : ∃ Tt, T0 = 2 * m * Tt := ⟨T0 / (2 * m), by field_simp⟩
  have hp : 0 < Tt := by
    by_contra h
    nlinarith [mul_nonneg m0.le (sub_nonneg.2 (not_lt.1 h))]
  have key : ∀ T η, freeEnergy T0 T η - freeEnergy T0 T 0
      = T * (mixing η - mixing 0) - m * Tt * η^2 := fun T η => by
    unfold freeEnergy
    rw [hTt]
    ring
  refine ⟨Tt, by nlinarith [mul_pos hp (sub_pos.2 m1)], t, ht, ?_, ?_, ?_, ?_⟩
  · have k := key Tt t
    rw [et] at k
    linear_combination k
  · intro η hη
    have k := key Tt η
    nlinarith [mul_nonneg hp.le (sub_nonneg.2 (hm η hη))]
  · intro T hT η hη hn
    have k := key T η
    have hs : 0 < m * η^2 := by positivity
    nlinarith [mul_nonneg (hp.trans hT).le (sub_nonneg.2 (hm η hη)),
      mul_pos (sub_pos.2 hT) hs]
  · intro T hT
    have k := key T t
    rw [et] at k
    have hs : 0 < m * t^2 := mul_pos m0 (pow_pos ht.1 2)
    refine ⟨?_, by nlinarith [mul_pos (sub_pos.2 hT.2) hs]⟩
    rw [freeEnergy_curvature]
    exact sub_pos.2 hT.1

end

end L12Ordering
```

The same `t` serves for every temperature in the last property; the equilibrium order parameter below `Tt` is not determined. The model fixes the composition, keeps three sublattices equivalent and neglects correlations between sites. Within these restrictions, the result shows that a positive curvature at disorder does not establish thermodynamic stability.

```lean
#print axioms L12Ordering.mixing_derivs_zero
-- 'L12Ordering.mixing_derivs_zero' depends on axioms: [propext, Classical.choice, Quot.sound]
#print axioms L12Ordering.first_order_transition
-- 'L12Ordering.first_order_transition' depends on axioms: [propext, Classical.choice, Quot.sound]
```
